# With dual projectors, the PAW map is bijective exactly when the matrix \(p_i(\phi_j)\) is invertible

Let \(\phi_i\) and \(\chi_i\) be finitely many vectors in a complex vector space and \(p_i\) linear functionals with \(p_i(\chi_j)=\delta_{ij}\). The projector augmented-wave (PAW) map \(Tf=f+\sum_i p_i(f)(\phi_i-\chi_i)\) then sends each \(\chi_j\) to \(\phi_j\), and it is bijective if and only if the matrix \(M_{ij}=p_i(\phi_j)\) is invertible.

```lean
import Mathlib

open Matrix

namespace ProjectorAugmentedWave

noncomputable section

variable {V ι : Type*} [AddCommGroup V] [Module ℂ V] [Fintype ι]

/-- The PAW map `T f = f + ∑ i, p i f • (φ i - χ i)`, which subtracts the smooth partial waves `χ i`
with amplitudes `p i f` and adds the all-electron partial waves `φ i` with the same amplitudes. -/
def pawMap (φ χ : ι → V) (p : ι → V →ₗ[ℂ] ℂ) : V →ₗ[ℂ] V :=
  LinearMap.id + ∑ i, (p i).smulRight (φ i - χ i)

omit [Fintype ι] in
/-- The matrix `p i (φ j)` of the projectors evaluated on the all-electron partial waves. -/
def projectorOverlap (p : ι → V →ₗ[ℂ] ℂ) (φ : ι → V) : Matrix ι ι ℂ :=
  Matrix.of fun i j => p i (φ j)

omit [Fintype ι] in
/-- The projectors are dual to the smooth partial waves: `p i (χ j)` is the Kronecker delta. -/
def Biorthogonal [DecidableEq ι] (p : ι → V →ₗ[ℂ] ℂ) (χ : ι → V) : Prop :=
  ∀ i j, p i (χ j) = if i = j then 1 else 0

/-- The PAW map adds to `f` one correction `φ i - χ i` per channel, weighted by `p i f`. -/
theorem pawMap_apply (φ χ : ι → V) (p : ι → V →ₗ[ℂ] ℂ) (f : V) :
    pawMap φ χ p f = f + ∑ i, p i f • (φ i - χ i) := by
  simp [pawMap, LinearMap.sum_apply]

variable [DecidableEq ι] {χ : ι → V} {p : ι → V →ₗ[ℂ] ℂ}

/-- For biorthogonal projectors, the PAW map sends each smooth partial wave to its all-electron
partner. -/
theorem pawMap_partialWave (φ : ι → V) (h : Biorthogonal p χ) (j : ι) :
    pawMap φ χ p (χ j) = φ j := by
  have h' : ∀ i j, p i (χ j) = if i = j then 1 else 0 := h
  rw [pawMap_apply]
  simp only [h', ite_smul, one_smul, zero_smul, Finset.sum_ite_eq', Finset.mem_univ, if_true]
  abel

/-- For biorthogonal projectors, a correction with amplitudes `c` has projections `M c - c`,
where `M` is the projector overlap matrix. -/
theorem proj_correction (φ : ι → V) (h : Biorthogonal p χ) (c : ι → ℂ) (i : ι) :
    p i (∑ j, c j • (φ j - χ j)) = (projectorOverlap p φ *ᵥ c) i - c i := by
  have h' : ∀ i j, p i (χ j) = if i = j then 1 else 0 := h
  simp only [map_sum, map_smul, map_sub, smul_eq_mul, h', mul_sub, mul_ite, mul_one, mul_zero,
    Finset.sum_sub_distrib, Finset.sum_ite_eq, Finset.mem_univ, if_true, projectorOverlap,
    Matrix.mulVec, dotProduct, Matrix.of_apply]
  congr 1
  exact Finset.sum_congr rfl fun j _ => mul_comm _ _

/-- For biorthogonal projectors, the PAW map acts on the projections of a state as
multiplication by the projector overlap matrix. -/
theorem proj_pawMap (φ : ι → V) (h : Biorthogonal p χ) (f : V) :
    (fun i => p i (pawMap φ χ p f)) = projectorOverlap p φ *ᵥ (fun j => p j f) := by
  funext i
  have hc := proj_correction φ h (fun j => p j f) i
  rw [pawMap_apply, map_add, hc]
  ring

/-- For biorthogonal projectors and an invertible projector overlap matrix `M`, the smooth state
`f` belonging to a given all-electron state `g` is
`g - ∑ i, (M⁻¹ p(g)) i • (φ i - χ i)`, and no other. -/
theorem pawMap_eq_iff (φ : ι → V) (h : Biorthogonal p χ)
    (hM : IsUnit (projectorOverlap p φ)) (f g : V) :
    pawMap φ χ p f = g ↔
      f = g - ∑ i, ((projectorOverlap p φ)⁻¹ *ᵥ (fun j => p j g)) i • (φ i - χ i) := by
  have hdet := (Matrix.isUnit_iff_isUnit_det _).1 hM
  constructor
  · rintro rfl
    -- the projections of `f` are recovered by inverting the overlap matrix
    rw [proj_pawMap φ h f, Matrix.mulVec_mulVec, Matrix.nonsing_inv_mul _ hdet,
      Matrix.one_mulVec, pawMap_apply]
    abel
  · intro hf
    have hp : ∀ i, p i f = ((projectorOverlap p φ)⁻¹ *ᵥ (fun j => p j g)) i := by
      intro i
      rw [hf, map_sub, proj_correction φ h, Matrix.mulVec_mulVec,
        Matrix.mul_nonsing_inv _ hdet, Matrix.one_mulVec]
      ring
    rw [pawMap_apply, Finset.sum_congr rfl fun i _ => by rw [hp i]]
    rw [hf]
    abel

/-- For biorthogonal projectors, the states annihilated by the PAW map are exactly the
combinations `∑ i, c i • (χ i - φ i)` whose amplitudes `c` are annihilated by the projector
overlap matrix. -/
theorem pawMap_eq_zero_iff (φ : ι → V) (h : Biorthogonal p χ) (f : V) :
    pawMap φ χ p f = 0 ↔
      ∃ c : ι → ℂ, projectorOverlap p φ *ᵥ c = 0 ∧ f = ∑ i, c i • (χ i - φ i) := by
  have hs : ∀ c : ι → ℂ, ∑ i, c i • (χ i - φ i) = -∑ i, c i • (φ i - χ i) := by
    intro c
    rw [← Finset.sum_neg_distrib]
    exact Finset.sum_congr rfl fun i _ => by module
  constructor
  · intro hf
    refine ⟨fun i => p i f, ?_, ?_⟩
    · rw [← proj_pawMap φ h f, hf]
      funext i
      simp
    · rw [hs]
      rw [pawMap_apply] at hf
      exact eq_neg_of_add_eq_zero_left hf
  · rintro ⟨c, hc, hf⟩
    rw [hs] at hf
    have hp : ∀ i, p i f = c i := by
      intro i
      rw [hf, map_neg, proj_correction φ h, hc]
      simp
    rw [pawMap_apply, Finset.sum_congr rfl fun i _ => by rw [hp i], hf]
    abel

/-- For biorthogonal projectors, the PAW map is injective if and only if the projector overlap
matrix is invertible. -/
theorem pawMap_injective_iff (φ : ι → V) (h : Biorthogonal p χ) :
    Function.Injective (pawMap φ χ p) ↔ IsUnit (projectorOverlap p φ) := by
  constructor
  · intro hinj
    rw [Matrix.isUnit_iff_isUnit_det, isUnit_iff_ne_zero]
    intro hdet
    obtain ⟨c, hc0, hc⟩ := Matrix.exists_mulVec_eq_zero_iff.2 hdet
    -- a null vector `c` of the matrix gives a state in the kernel with projections `c`
    have hT := (pawMap_eq_zero_iff φ h _).2 ⟨c, hc, rfl⟩
    have hf := hinj (hT.trans (map_zero (pawMap φ χ p)).symm)
    have hs : ∑ i, c i • (φ i - χ i) = 0 := by
      rw [← neg_eq_zero, ← Finset.sum_neg_distrib, ← hf]
      exact Finset.sum_congr rfl fun i _ => by module
    apply hc0
    funext i
    have hi := proj_correction φ h c i
    rw [hs, hc, map_zero] at hi
    simpa using hi.symm
  · intro hM f g hfg
    rw [(pawMap_eq_iff φ h hM f _).1 hfg, ← (pawMap_eq_iff φ h hM g _).1 rfl]

/-- For biorthogonal projectors, the PAW map is surjective if and only if the projector overlap
matrix is invertible. -/
theorem pawMap_surjective_iff (φ : ι → V) (h : Biorthogonal p χ) :
    Function.Surjective (pawMap φ χ p) ↔ IsUnit (projectorOverlap p φ) := by
  constructor
  · intro hsurj
    rw [Matrix.isUnit_iff_isUnit_det, isUnit_iff_ne_zero]
    intro hdet
    obtain ⟨v, hv0, hv⟩ := Matrix.exists_vecMul_eq_zero_iff.2 hdet
    apply hv0
    funext j
    -- the functional `∑ i, v i * p i` vanishes on the range, which contains `χ j`
    obtain ⟨f, hf⟩ := hsurj (χ j)
    have h0 : v ⬝ᵥ (fun i => p i (χ j)) = 0 := by
      rw [← hf, proj_pawMap φ h f, Matrix.dotProduct_mulVec, hv, zero_dotProduct]
    have h' : ∀ i j, p i (χ j) = if i = j then 1 else 0 := h
    simpa [dotProduct, h'] using h0
  · intro hM g
    exact ⟨_, (pawMap_eq_iff φ h hM _ g).2 rfl⟩

/-- For biorthogonal projectors, the PAW map is bijective if and only if the matrix `p i (φ j)`
is invertible. -/
theorem pawMap_bijective_iff (φ : ι → V) (h : Biorthogonal p χ) :
    Function.Bijective (pawMap φ χ p) ↔ IsUnit (projectorOverlap p φ) :=
  ⟨fun hb => (pawMap_injective_iff φ h).1 hb.1,
    fun hM => ⟨(pawMap_injective_iff φ h).2 hM, (pawMap_surjective_iff φ h).2 hM⟩⟩

/-- One channel in `ℂ²` with `χ = (1, 0)`, `φ = (a, 1)` and the first coordinate as projector:
biorthogonality holds, and the PAW map is bijective exactly when `a ≠ 0`. -/
theorem pawMap_witness (a : ℂ) :
    Biorthogonal (fun _ : Fin 1 => (LinearMap.proj 0 : (Fin 2 → ℂ) →ₗ[ℂ] ℂ))
      (fun _ => ![1, 0]) ∧
    (Function.Bijective (pawMap (fun _ : Fin 1 => ![a, 1]) (fun _ => ![1, 0])
      (fun _ => (LinearMap.proj 0 : (Fin 2 → ℂ) →ₗ[ℂ] ℂ))) ↔ a ≠ 0) := by
  have h : Biorthogonal (fun _ : Fin 1 => (LinearMap.proj 0 : (Fin 2 → ℂ) →ₗ[ℂ] ℂ))
      (fun _ => ![1, 0]) := by
    intro i j
    rw [if_pos (Subsingleton.elim i j)]
    simp
  refine ⟨h, ?_⟩
  rw [pawMap_bijective_iff _ h, Matrix.isUnit_iff_isUnit_det, isUnit_iff_ne_zero]
  simp [projectorOverlap]

end

end ProjectorAugmentedWave
```

```lean
#print axioms ProjectorAugmentedWave.pawMap_partialWave
#print axioms ProjectorAugmentedWave.pawMap_bijective_iff
```

```
'ProjectorAugmentedWave.pawMap_partialWave' depends on axioms: [propext, Classical.choice, Quot.sound]
'ProjectorAugmentedWave.pawMap_bijective_iff' depends on axioms: [propext, Classical.choice, Quot.sound]
```

## Partial waves, projectors and the map between them

In the PAW method, \(\chi_i\) is a smooth partial wave, \(\phi_i\) is its all-electron partner, and \(p_i(f)\) is the amplitude of channel \(i\) in the smooth state \(f\). Here "smooth state" only names a vector to which \(T\) is applied; no smoothness is assumed. The map \(T\) removes the smooth partial waves with these amplitudes and puts the all-electron ones in their place.

In the file, `V` is the space of states and the finite type `ι` labels the channels. A projector is a linear functional, of type `V →ₗ[ℂ] ℂ`, where physics notation would write a bra. The map \(T\) is `pawMap φ χ p`, and `pawMap_apply` gives its formula. The matrix \(M\) is `projectorOverlap p φ`, with the projector labelling rows and the all-electron wave labelling columns; `IsUnit` says that it is invertible.

The duality condition \(p_i(\chi_j)=\delta_{ij}\) is the hypothesis `Biorthogonal p χ`. It says that each projector recognises its own smooth partial wave and is blind to the others. If the channels belong to several atoms, it covers pairs on different atoms too.

The main statement is `pawMap_bijective_iff`. The theorems `pawMap_injective_iff` and `pawMap_surjective_iff` show that either half of bijectivity is already equivalent to the invertibility of \(M\), even when `V` has infinite dimension.

The setting is purely algebraic. `V` carries no inner product or topology, so nothing is said about norms or about the boundedness of \(T^{-1}\). Augmentation spheres, the matching of \(\phi_i\) to \(\chi_i\) at their surfaces and the completeness of the partial waves do not enter. The number of channels is finite.

A singular \(M\) means that \(T\) sends some nonzero \(f\) in `V` to zero, so that \(\langle f|T^\dagger T|f\rangle=0\) in a Hilbert-space setting. This \(f\) is a combination of the differences \(\chi_i-\phi_i\). It need not be smooth, and a truncated plane-wave basis need not contain it. The overlap operator usually written in PAW, \(1+\sum_{ij}|p_i\rangle(\langle\phi_i|\phi_j\rangle-\langle\chi_i|\chi_j\rangle)\langle p_j|\), is obtained from \(T^\dagger T\) by assuming that a smooth state \(f\) equals \(\sum_i p_i(f)\chi_i\) inside the augmentation spheres. With finitely many channels the two operators can differ, so a zero expectation value of \(T^\dagger T\) does not imply one for the usual operator.

## How the map acts on projections

Duality first gives the action on a smooth partial wave:
\[
T\chi_j=\chi_j+\sum_i\delta_{ij}(\phi_i-\chi_i)=\phi_j .
\]
This is `pawMap_partialWave`, where simplification collapses the sum and `abel` cancels \(\chi_j\).

Next, take a correction with arbitrary amplitudes \(c_j\). By linearity and duality,
\[
p_i\Big(\sum_j c_j(\phi_j-\chi_j)\Big)=\sum_j M_{ij}c_j-c_i=(Mc)_i-c_i .
\]
This is `proj_correction`. Write \(p(f)\) for the column of numbers \(p_i(f)\). Setting \(c=p(f)\) and adding the projections of \(f\) itself gives
\[
p(Tf)=p(f)+Mp(f)-p(f)=Mp(f),
\]
which is `proj_pawMap`. On the level of projections, \(T\) is therefore multiplication by a finite matrix, and the remaining arguments rest on this.

## The inverse when \(M\) is invertible

Suppose \(Tf=g\). Then \(p(g)=Mp(f)\), so \(p(f)=M^{-1}p(g)\). Putting these amplitudes into the definition of \(T\) leaves only one candidate:
\[
f=g-\sum_i\big(M^{-1}p(g)\big)_i(\phi_i-\chi_i).
\]
Conversely, define \(f\) by this formula. Its projections are
\[
p(f)=p(g)-\big(MM^{-1}p(g)-M^{-1}p(g)\big)=M^{-1}p(g),
\]
so \(T\) adds back exactly the correction that was subtracted, and \(Tf=g\).

The two directions of `pawMap_eq_iff` are these two calculations. The theorem supplies both uniqueness and existence of the solution, and hence the injectivity and surjectivity of \(T\) for invertible \(M\).

## What a singular \(M\) destroys

If \(Tf=0\), set \(c=p(f)\). The definition of \(T\) gives \(f=\sum_i c_i(\chi_i-\phi_i)\), and \(Mc=p(Tf)=0\). In the other direction, let \(f=\sum_i c_i(\chi_i-\phi_i)\) with \(Mc=0\). Then \(p(f)=-(Mc-c)=c\), so
\[
Tf=\sum_i c_i(\chi_i-\phi_i)+\sum_i c_i(\phi_i-\chi_i)=0 .
\]
This description of the kernel is `pawMap_eq_zero_iff`.

A singular \(M\) has a null vector \(c\neq0\). The corresponding \(f\) has projections \(c\), so it is nonzero, yet \(Tf=0\): injectivity fails. The Lean proof runs this as a contradiction. It obtains \(c\) from the vanishing determinant, uses injectivity to conclude that the correction is zero, and applies the projectors to find \(c=0\).

Surjectivity fails for a different reason. A singular \(M\) also has a row vector \(v\neq0\) with \(vM=0\), and for every \(f\)
\[
\sum_i v_i\,p_i(Tf)=vMp(f)=0 .
\]
If \(T\) were surjective, some \(f\) would satisfy \(Tf=\chi_j\), and the left side would equal \(v_j\). Every \(v_j\) would then vanish, a contradiction. This is the forward direction of `pawMap_surjective_iff`. No dimension count is used, which is why the argument also works in infinite dimension. The bijectivity theorem combines the two equivalences.

## One channel in \(\mathbb C^2\)

The theorem `pawMap_witness` takes \(\chi=(1,0)\), \(\phi=(a,1)\) and the first coordinate as projector. With coordinates numbered from zero, as in Lean,
\[
T(f_0,f_1)=(af_0,\;f_0+f_1),\qquad M=(a).
\]
Duality holds for every \(a\), and \(T\) is bijective exactly when \(a\neq0\). At \(a=0\) the all-electron wave \(\phi=(0,1)\) is still nonzero, but the projector does not see it, and \(T\) annihilates \(\chi-\phi=(1,-1)\). Duality with the smooth waves alone therefore does not make the PAW map invertible.
